# The width parameter of a Gaussian packet in a harmonic well repeats every half oscillator period

A Gaussian wave packet in a one-dimensional harmonic well has a complex width parameter $\alpha(t)$. For mass $m>0$, frequency $\omega>0$ and initial value $a_0$ with $\operatorname{Im}a_0>0$, the formula

$$\alpha=\frac{m u'}{2u},\qquad u(t)=\cos\omega t+\frac{2a_0}{m\omega}\sin\omega t$$

never divides by zero, solves the packet's Riccati equation and has period $\pi/\omega$. It is constant exactly when $a_0=im\omega/2$, the ground-state value.

The packet is $\psi\propto\exp\{\tfrac{i}{\hbar}[\alpha(x-q)^2+p(x-q)+\gamma]\}$, with centre $q$, momentum $p$ and complex phase $\gamma$. The condition $\operatorname{Im}a_0>0$ makes it normalisable at the start. The position variance is $\hbar/(4\operatorname{Im}\alpha)$, so a larger $\operatorname{Im}\alpha$ means a narrower packet. The step from Schrödinger's equation for $\psi$ to the Riccati equation for $\alpha$ is taken from physics; the Lean theorems start from the formula for $u$.

## The oscillator solution

```lean
import Mathlib

open Real

namespace HarmonicGaussianWidth

noncomputable section

/-- The complex solution `u(t) = cos ωt + (2a₀/(mω)) sin ωt` of the oscillator equation,
for nonzero `m` and `ω`. -/
def stretch (m ω : ℝ) (a₀ : ℂ) (t : ℝ) : ℂ :=
  (Real.cos (ω * t) : ℂ) + 2 * a₀ / (m * ω) * (Real.sin (ω * t) : ℂ)
```

`stretch` is $u$, a complex function of real time. The annotation `: ℂ` turns a real cosine or sine into a complex number.

```lean
/-- The width parameter `α = m u' / (2u)` of the Gaussian packet, at times when `u` is nonzero. -/
def width (m ω : ℝ) (a₀ : ℂ) (t : ℝ) : ℂ :=
  m * deriv (stretch m ω a₀) t / (2 * stretch m ω a₀ t)
```

`width` is $\alpha$, not the spatial width. It uses `deriv`, the actual derivative of $u$, so the Riccati equation has to be proved.

```lean
variable {m ω : ℝ} {a₀ : ℂ}

/-- The function `u` cleared of its denominator, for positive `m` and `ω`. -/
theorem mul_stretch (hm : 0 < m) (hω : 0 < ω) (t : ℝ) :
    (m : ℂ) * ω * stretch m ω a₀ t =
      m * ω * (Real.cos (ω * t) : ℂ) + 2 * a₀ * (Real.sin (ω * t) : ℂ) := by
  have hm' : (m : ℂ) ≠ 0 := Complex.ofReal_ne_zero.mpr hm.ne'
  have hω' : (ω : ℂ) ≠ 0 := Complex.ofReal_ne_zero.mpr hω.ne'
  unfold stretch
  field_simp
```

This is $m\omega u=m\omega\cos\omega t+2a_0\sin\omega t$. The tactic `field_simp` clears the denominators, using $m,\omega\neq0$.

```lean
/-- For positive `m` and `ω`, the velocity is `u' = (2a₀/m) cos ωt - ω sin ωt`. -/
theorem hasDerivAt_stretch (hm : 0 < m) (hω : 0 < ω) (t : ℝ) :
    HasDerivAt (stretch m ω a₀)
      (2 * a₀ / m * (Real.cos (ω * t) : ℂ) - ω * (Real.sin (ω * t) : ℂ)) t := by
  have hm' : (m : ℂ) ≠ 0 := Complex.ofReal_ne_zero.mpr hm.ne'
  have hω' : (ω : ℂ) ≠ 0 := Complex.ofReal_ne_zero.mpr hω.ne'
  have hlin : HasDerivAt (fun s : ℝ => ω * s) ω t := by
    simpa using (hasDerivAt_id t).const_mul ω
  refine (hlin.cos.ofReal_comp.fun_add
    (hlin.sin.ofReal_comp.const_mul (2 * a₀ / (m * ω)))).congr_deriv ?_
  simp only [Complex.ofReal_mul, Complex.ofReal_neg]
  field_simp
  ring
```

`HasDerivAt f d t` says that $f$ is differentiable at $t$ with derivative $d$. The chain rule gives $u'=(2a_0/m)\cos\omega t-\omega\sin\omega t$.

```lean
/-- For positive `m` and `ω`, `u` obeys the classical oscillator equation `u'' = -ω² u`. -/
theorem stretch_oscillator (hm : 0 < m) (hω : 0 < ω) (t : ℝ) :
    HasDerivAt (deriv (stretch m ω a₀)) (-(ω : ℂ) ^ 2 * stretch m ω a₀ t) t := by
  have hm' : (m : ℂ) ≠ 0 := Complex.ofReal_ne_zero.mpr hm.ne'
  have hω' : (ω : ℂ) ≠ 0 := Complex.ofReal_ne_zero.mpr hω.ne'
  have hd : deriv (stretch m ω a₀) = fun s : ℝ =>
      2 * a₀ / m * (Real.cos (ω * s) : ℂ) - ω * (Real.sin (ω * s) : ℂ) :=
    funext fun s => (hasDerivAt_stretch hm hω s).deriv
  have hlin : HasDerivAt (fun s : ℝ => ω * s) ω t := by
    simpa using (hasDerivAt_id t).const_mul ω
  rw [hd]
  refine ((hlin.cos.ofReal_comp.const_mul (2 * a₀ / m)).fun_sub
    (hlin.sin.ofReal_comp.const_mul (ω : ℂ))).congr_deriv ?_
  simp only [stretch, Complex.ofReal_mul, Complex.ofReal_neg]
  field_simp
  ring
```

Differentiating again,
$$u''=-\frac{2a_0\omega}{m}\sin\omega t-\omega^2\cos\omega t=-\omega^2u.$$

```lean
/-- For positive `m` and `ω` and `Im a₀ > 0`, the function `u` never vanishes. -/
theorem stretch_ne_zero (hm : 0 < m) (hω : 0 < ω) (ha : 0 < a₀.im) (t : ℝ) :
    stretch m ω a₀ t ≠ 0 := by
  intro h
  have h1 := mul_stretch (a₀ := a₀) hm hω t
  rw [h, mul_zero] at h1
  have hi := congrArg Complex.im h1
  have hr := congrArg Complex.re h1
  simp only [Complex.add_im, Complex.add_re, Complex.mul_im, Complex.mul_re, Complex.ofReal_re,
    Complex.ofReal_im, Complex.re_ofNat, Complex.im_ofNat, Complex.zero_im,
    Complex.zero_re] at hi hr
  -- the imaginary part forces the sine to vanish, the real part then the cosine
  have hs : Real.sin (ω * t) = 0 :=
    (mul_eq_zero.mp (show a₀.im * Real.sin (ω * t) = 0 by linarith)).resolve_left ha.ne'
  rw [hs] at hr
  have hc : Real.cos (ω * t) = 0 :=
    (mul_eq_zero.mp (show m * ω * Real.cos (ω * t) = 0 by linarith)).resolve_left
      (mul_pos hm hω).ne'
  have h2 := Real.sin_sq_add_cos_sq (ω * t)
  rw [hs, hc] at h2
  norm_num at h2
```

Suppose $u(t)=0$. The imaginary part of $m\omega u$ is $2\operatorname{Im}a_0\,\sin\omega t$, so $\sin\omega t=0$. The real part then gives $\cos\omega t=0$, contradicting $\sin^2+\cos^2=1$.

## Riccati equation and spread

```lean
/-- For positive `m` and `ω` and `Im a₀ > 0`, the width parameter solves the harmonic Riccati
equation `α' = -2α²/m - mω²/2`. -/
theorem width_riccati (hm : 0 < m) (hω : 0 < ω) (ha : 0 < a₀.im) (t : ℝ) :
    HasDerivAt (width m ω a₀) (-2 * width m ω a₀ t ^ 2 / m - m * ω ^ 2 / 2) t := by
  have hm' : (m : ℂ) ≠ 0 := Complex.ofReal_ne_zero.mpr hm.ne'
  have hu := stretch_ne_zero hm hω ha t
  have h1 := (hasDerivAt_stretch (a₀ := a₀) hm hω t).differentiableAt.hasDerivAt
  refine (((stretch_oscillator hm hω t).const_mul (m : ℂ)).fun_div (h1.const_mul 2)
    (mul_ne_zero two_ne_zero hu)).congr_deriv ?_
  unfold width
  field_simp
  ring
```

By the quotient rule and $u''=-\omega^2u$,
$$\alpha'=\frac{mu''}{2u}-\frac{mu'^2}{2u^2}=-\frac{m\omega^2}{2}-\frac{2\alpha^2}{m}.$$
Lean applies the same rule through `fun_div`; `field_simp` and `ring` finish the algebra.

```lean
/-- For positive `m` and `ω` and `Im a₀ > 0`, the imaginary part of the width parameter is
`Im a₀ / |u|²`. -/
theorem width_im (hm : 0 < m) (hω : 0 < ω) (ha : 0 < a₀.im) (t : ℝ) :
    (width m ω a₀ t).im = a₀.im / ‖stretch m ω a₀ t‖ ^ 2 := by
  have hm' : (m : ℂ) ≠ 0 := Complex.ofReal_ne_zero.mpr hm.ne'
  have hu := stretch_ne_zero hm hω ha t
  have hU := mul_stretch (a₀ := a₀) hm hω t
  have hA : 2 * width m ω a₀ t * stretch m ω a₀ t =
      2 * a₀ * (Real.cos (ω * t) : ℂ) - m * ω * (Real.sin (ω * t) : ℂ) := by
    unfold width
    rw [(hasDerivAt_stretch hm hω t).deriv]
    field_simp
  have h1 := congrArg Complex.re hA
  have h2 := congrArg Complex.im hA
  have h3 := congrArg Complex.re hU
  have h4 := congrArg Complex.im hU
  simp only [Complex.add_im, Complex.add_re, Complex.sub_im, Complex.sub_re, Complex.mul_im,
    Complex.mul_re, Complex.ofReal_re, Complex.ofReal_im, Complex.re_ofNat,
    Complex.im_ofNat] at h1 h2 h3 h4
  rw [eq_div_iff (pow_ne_zero 2 (norm_ne_zero_iff.mpr hu)), ← Complex.normSq_eq_norm_sq,
    Complex.normSq_apply]
  apply mul_left_cancel₀ (mul_pos two_pos (mul_pos hm hω)).ne'
  -- the Wronskian of the real and imaginary parts of `u` is conserved
  linear_combination m * ω * (stretch m ω a₀ t).re * h2 - m * ω * (stretch m ω a₀ t).im * h1
    + 2 * a₀.im * Real.cos (ω * t) * h3
    - (2 * a₀.re * Real.cos (ω * t) - m * ω * Real.sin (ω * t)) * h4
    + 2 * a₀.im * m * ω * Real.sin_sq_add_cos_sq (ω * t)
```

Write $u=v+iw$ with $v,w$ real. Then
$$\operatorname{Im}\alpha=\frac{m}{2}\,\frac{vw'-wv'}{|u|^2}.$$
The Wronskian $vw'-wv'$ has derivative $vw''-wv''=0$, and at $t=0$ it equals $2\operatorname{Im}a_0/m$. Hence $\operatorname{Im}\alpha=\operatorname{Im}a_0/|u|^2$, and the spread (the square root of the variance) is $|u(t)|$ times its initial value. Lean evaluates the Wronskian directly: `linear_combination` combines the real and imaginary parts of the formulas for $u$ and $u'$ with $\sin^2+\cos^2=1$.

## Period and constant width

```lean
/-- For positive `m` and `ω` and `Im a₀ > 0`, width parameters a quarter of an oscillator period
apart have the product `-(mω/2)²`. -/
theorem width_quarter_period (hm : 0 < m) (hω : 0 < ω) (ha : 0 < a₀.im) (t : ℝ) :
    width m ω a₀ (t + π / (2 * ω)) * width m ω a₀ t = -((m : ℂ) * ω / 2) ^ 2 := by
  have hm' : (m : ℂ) ≠ 0 := Complex.ofReal_ne_zero.mpr hm.ne'
  have hv (s : ℝ) : (m : ℂ) * deriv (stretch m ω a₀) s =
      2 * a₀ * (Real.cos (ω * s) : ℂ) - m * ω * (Real.sin (ω * s) : ℂ) := by
    rw [(hasDerivAt_stretch hm hω s).deriv]
    field_simp
  have e : ω * (t + π / (2 * ω)) = ω * t + π / 2 := by
    field_simp
  have hu' := mul_stretch (a₀ := a₀) hm hω (t + π / (2 * ω))
  have hv' := hv (t + π / (2 * ω))
  rw [e, Real.cos_add_pi_div_two, Real.sin_add_pi_div_two, Complex.ofReal_neg] at hu' hv'
  -- the quarter period exchanges `u` and `u'` up to factors
  have hA : (m : ℂ) * deriv (stretch m ω a₀) (t + π / (2 * ω)) =
      -(m * ω * stretch m ω a₀ t) := by
    linear_combination hv' + mul_stretch (a₀ := a₀) hm hω t
  have hB : (m : ℂ) * ω * stretch m ω a₀ (t + π / (2 * ω)) =
      m * deriv (stretch m ω a₀) t := by
    linear_combination hu' - hv t
  unfold width
  rw [div_mul_div_comm, div_eq_iff (mul_ne_zero
    (mul_ne_zero two_ne_zero (stretch_ne_zero hm hω ha _))
    (mul_ne_zero two_ne_zero (stretch_ne_zero hm hω ha _)))]
  linear_combination (m * deriv (stretch m ω a₀) t) * hA + m * ω * stretch m ω a₀ t * hB
```

Let $\tau=\pi/(2\omega)$. The shift sends $\cos\omega t$ to $-\sin\omega t$ and $\sin\omega t$ to $\cos\omega t$, so $u(t+\tau)=u'(t)/\omega$ and $u'(t+\tau)=-\omega u(t)$. Therefore
$$\alpha(t+\tau)\,\alpha(t)=\frac{-m\omega^2u}{2u'}\cdot\frac{mu'}{2u}=-\Big(\frac{m\omega}{2}\Big)^2.$$

```lean
/-- For positive `m` and `ω` and `Im a₀ > 0`, the width parameter equals `a₀` at time `t` exactly
when `sin ωt = 0` or `a₀ = imω/2`. -/
theorem width_eq_initial_iff (hm : 0 < m) (hω : 0 < ω) (ha : 0 < a₀.im) (t : ℝ) :
    width m ω a₀ t = a₀ ↔ Real.sin (ω * t) = 0 ∨ a₀ = Complex.I * m * ω / 2 := by
  have hm' : (m : ℂ) ≠ 0 := Complex.ofReal_ne_zero.mpr hm.ne'
  have hω' : (ω : ℂ) ≠ 0 := Complex.ofReal_ne_zero.mpr hω.ne'
  have hU := mul_stretch (a₀ := a₀) hm hω t
  have hv : (m : ℂ) * deriv (stretch m ω a₀) t =
      2 * a₀ * (Real.cos (ω * t) : ℂ) - m * ω * (Real.sin (ω * t) : ℂ) := by
    rw [(hasDerivAt_stretch hm hω t).deriv]
    field_simp
  unfold width
  rw [div_eq_iff (mul_ne_zero two_ne_zero (stretch_ne_zero hm hω ha t))]
  constructor
  · intro h
    have key : (Real.sin (ω * t) : ℂ) *
        ((2 * a₀ - Complex.I * m * ω) * (2 * a₀ + Complex.I * m * ω)) = 0 := by
      linear_combination -(m * ω : ℂ) * h + m * ω * hv - 2 * a₀ * hU
        - (Real.sin (ω * t) : ℂ) * m ^ 2 * ω ^ 2 * Complex.I_sq
    -- the root in the lower half plane is excluded
    have hne : 2 * a₀ + Complex.I * m * ω ≠ 0 := by
      intro h0
      have hi := congrArg Complex.im h0
      simp only [Complex.add_im, Complex.mul_im, Complex.mul_re, Complex.ofReal_re,
        Complex.ofReal_im, Complex.re_ofNat, Complex.im_ofNat, Complex.I_re, Complex.I_im,
        Complex.zero_im] at hi
      have hp := mul_pos hm hω
      linarith
    rcases mul_eq_zero.mp key with hs | hs
    · exact Or.inl (Complex.ofReal_eq_zero.mp hs)
    · have h0 := (mul_eq_zero.mp hs).resolve_right hne
      exact Or.inr (by linear_combination h0 / 2)
  · intro h
    have key : (Real.sin (ω * t) : ℂ) * (4 * a₀ ^ 2 + m ^ 2 * ω ^ 2) = 0 := by
      rcases h with h | h
      · rw [h, Complex.ofReal_zero, zero_mul]
      · rw [h]
        linear_combination (Real.sin (ω * t) : ℂ) * m ^ 2 * ω ^ 2 * Complex.I_sq
    apply mul_left_cancel₀ (mul_ne_zero hm' hω')
    linear_combination m * ω * hv - 2 * a₀ * hU - key
```

The equation $\alpha(t)=a_0$ means $mu'=2a_0u$. Multiplying by $m\omega$ and cancelling the cosines leaves
$$\sin\omega t\,(2a_0-im\omega)(2a_0+im\omega)=0.$$
The last factor has imaginary part $2\operatorname{Im}a_0+m\omega>0$, so one of the other two vanishes.

```lean
/-- For positive `m` and `ω` and `Im a₀ > 0`: `u` never vanishes, `α` starts at `a₀`, solves the
harmonic Riccati equation, has `Im α = Im a₀/|u|²` and period `π/ω`, has no shorter positive period
unless `a₀ = imω/2`, and is constant exactly when `a₀ = imω/2`. -/
theorem harmonic_width (hm : 0 < m) (hω : 0 < ω) (ha : 0 < a₀.im) :
    (∀ t, stretch m ω a₀ t ≠ 0) ∧
    width m ω a₀ 0 = a₀ ∧
    (∀ t, HasDerivAt (width m ω a₀) (-2 * width m ω a₀ t ^ 2 / m - m * ω ^ 2 / 2) t) ∧
    (∀ t, (width m ω a₀ t).im = a₀.im / ‖stretch m ω a₀ t‖ ^ 2) ∧
    Function.Periodic (width m ω a₀) (π / ω) ∧
    (a₀ ≠ Complex.I * m * ω / 2 →
      ∀ T, 0 < T → T < π / ω → ¬ Function.Periodic (width m ω a₀) T) ∧
    ((∃ c, ∀ t, width m ω a₀ t = c) ↔ a₀ = Complex.I * m * ω / 2) := by
  have h0 : width m ω a₀ 0 = a₀ :=
    (width_eq_initial_iff hm hω ha 0).mpr (Or.inl (by simp))
  refine ⟨stretch_ne_zero hm hω ha, h0, width_riccati hm hω ha, width_im hm hω ha, ?_, ?_, ?_⟩
  · -- two quarter periods undo the inversion of the width
    intro t
    have h1 := width_quarter_period hm hω ha t
    have h2 := width_quarter_period hm hω ha (t + π / (2 * ω))
    have hne : width m ω a₀ (t + π / (2 * ω)) ≠ 0 := by
      intro h
      have hi := width_im hm hω ha (t + π / (2 * ω))
      rw [h, Complex.zero_im] at hi
      have hp : 0 < a₀.im / ‖stretch m ω a₀ (t + π / (2 * ω))‖ ^ 2 :=
        div_pos ha (pow_pos (norm_pos_iff.mpr (stretch_ne_zero hm hω ha _)) 2)
      linarith
    have e : t + π / ω = t + π / (2 * ω) + π / (2 * ω) := by ring
    rw [e]
    apply mul_right_cancel₀ hne
    linear_combination h2 - h1
  · intro hne T hT hT' hp
    have h1 := hp 0
    rw [zero_add, h0] at h1
    have hs := ((width_eq_initial_iff hm hω ha T).mp h1).resolve_right hne
    have hlt : ω * T < π := by
      rw [mul_comm]
      exact (lt_div_iff₀ hω).mp hT'
    exact (Real.sin_pos_of_pos_of_lt_pi (mul_pos hω hT) hlt).ne' hs
  · constructor
    · rintro ⟨c, hc⟩
      -- compare the initial width with the one a quarter period later
      have h1 : width m ω a₀ (π / (2 * ω)) = a₀ := (hc _).trans ((hc 0).symm.trans h0)
      have e : ω * (π / (2 * ω)) = π / 2 := by
        field_simp
      refine ((width_eq_initial_iff hm hω ha _).mp h1).resolve_left ?_
      rw [e, Real.sin_pi_div_two]
      exact one_ne_zero
    · intro h
      exact ⟨a₀, fun t => (width_eq_initial_iff hm hω ha t).mpr (Or.inr h)⟩

end

end HarmonicGaussianWidth
```

The symbol `∧` joins the seven statements.

- **Initial value:** $\sin 0=0$ gives $\alpha(0)=a_0$.
- **Period:** two quarter-period relations give $\alpha(t+2\tau)\,\alpha(t+\tau)=\alpha(t+\tau)\,\alpha(t)$. Since $\operatorname{Im}\alpha>0$, the common factor cancels.
- **No shorter period:** if $a_0\neq im\omega/2$, a period $T$ with $0<T<\pi/\omega$ would need $\sin\omega T=0$, but this sine is positive.
- **Constancy:** a constant $\alpha$ equals $a_0$ at $t=\tau$, where the sine is 1, so $a_0=im\omega/2$. The converse follows from the preceding theorem.

```lean
#print axioms HarmonicGaussianWidth.width_quarter_period
#print axioms HarmonicGaussianWidth.harmonic_width
```

```
'HarmonicGaussianWidth.width_quarter_period' depends on axioms: [propext, Classical.choice, Quot.sound]
'HarmonicGaussianWidth.harmonic_width' depends on axioms: [propext, Classical.choice, Quot.sound]
```

## A change of frequency, and one case in numbers

In a one-mode harmonic model of an electronic transition, the ground state of a well with frequency $\omega_g$ is placed in a well with frequency $\omega$. Then $a_0=im\omega_g/2$ and $u=\cos\omega t+i(\omega_g/\omega)\sin\omega t$, which gives $\alpha$ at any time without integrating the Riccati equation.

Take $m=\omega=1$ and $\omega_g=2$, so $a_0=i$ and $u=\cos t+2i\sin t$. At $t=\pi/2$, $u=2i$ and $u'=-1$, hence $\alpha=-1/(4i)=i/4$: the spread has doubled. At $t=\pi$, $u=-1$ and $u'=-2i$, and $\alpha=i$ again.
